# Spin–orbit bands have even degeneracy when time reversal and inversion are both symmetries

A spinor band-structure code that treats every band as an isolated state runs into trouble in a nonmagnetic crystal with an inversion centre. Perturbation sums divide by $E_n-E_m$, which is zero or rounding noise for two bands of the same level. The spin expectation value of "band 7" depends on which basis the eigensolver happened to return. These failures can occur at any crystal momentum, because symmetry makes every level at least twofold degenerate.

## Even-dimensional eigenspaces at every momentum

Let $V$ be a finite-dimensional complex inner-product space and $H(k)$ a Hermitian operator on $V$ for each crystal momentum $k$. Let $T$ (time reversal) be conjugate-linear and $P$ (inversion) linear, with

$$T^2=-1,\quad P^2=1,\quad PT=TP,\quad TH(k)=H(-k)T,\quad PH(k)=H(-k)P .$$

Then

$$\dim\ker\bigl(H(k)-E\bigr)\ \text{is even for every } k \text{ and } E .$$

The sign $T^2=-1$ stands for a single spin-1/2 particle, and $PT=TP$ holds because inversion leaves spin alone. The last two conditions say that the crystal is nonmagnetic and centrosymmetric. With $T$ alone, a level $E$ has the same degeneracy at $k$ and at $-k$, but that degeneracy may be one.

## Band windows, energy denominators and symmetry checks

For a non-interacting or mean-field Hamiltonian in a finite basis, the result says which bands must be handled together. The lowest $N$ states at a given $k$ can form a complete set of levels only if $N$ is even; an odd $N$ always cuts through a level. In a perturbation sum over all other bands, the terms that couple two states of one level have no usable denominator; degenerate perturbation theory avoids them by treating each whole level as a block.

The result also provides a check. If a diagonalisation splits a doublet by more than its own numerical error (rounding and the convergence tolerance of the eigensolver), the discretised Hamiltonian violates one of the conditions above.

## From time reversal to a determinant

**Time reversal moves a level to $-k$.** Let $H(k)x=Ex$ with $x\neq0$. Hermiticity gives $E\langle x,x\rangle=\langle x,H(k)x\rangle=\langle H(k)x,x\rangle=\bar E\langle x,x\rangle$, so $E$ is real. Hence

$$H(-k)Tx=TH(k)x=T(Ex)=\bar E\,Tx=E\,Tx .$$

The same argument at $-k$ shows that $-T$ maps back, and $-T(Tx)=x$. So $T$ is a bijection between the two eigenspaces. Since $T\sum_i c_ib_i=\sum_i\bar c_i\,Tb_i$, it takes a basis to a basis, and the dimensions agree.

**The product returns to $k$.** Put $J=PT$. Then $H(k)Jx=PH(-k)Tx=E\,Jx$, and $J^2=PTPT=P^2T^2=-1$.

**The partner is orthogonal.** Suppose also that $\langle Tx,Ty\rangle=\langle y,x\rangle$ and $\langle Px,Py\rangle=\langle x,y\rangle$. Then $\langle Jx,Jy\rangle=\langle y,x\rangle$. With $y=Jx$ this reads $-\langle Jx,x\rangle=\langle Jx,x\rangle$, so $\langle Jx,x\rangle=0$.

**The dimension is even.** Orthogonality gives a second state, but does not yet exclude dimension three. Let $b_j$ be a basis of the eigenspace, $n$ its dimension, and $Jb_j=\sum_i M_{ij}b_i$. Then

$$-b_j=J^2b_j=\sum_i\overline{M_{ij}}\,Jb_i=\sum_l\Bigl(\sum_i M_{li}\overline{M_{ij}}\Bigr)b_l ,$$

so $M\overline M=-1$. Taking determinants gives $|\det M|^2=(-1)^n$. The left side is not negative, so $n$ is even.

## Two doublets, at energies 5 and −5

Take two orbitals with spin, ordered $1{\uparrow},1{\downarrow},2{\uparrow},2{\downarrow}$, and $H(k)=m\tau_z+k\tau_x\sigma_z$, where the Pauli matrices $\tau$ act on the orbitals and $\sigma$ on spin. Here $P=\tau_z$, and $T$ is $-i\sigma_y$ after complex conjugation. For $m=3$, $k=4$,

$$H=\begin{pmatrix}3&0&4&0\\0&3&0&-4\\4&0&-3&0\\0&-4&0&-3\end{pmatrix}.$$

The normalised vector $x=(2,0,1,0)/\sqrt5$ satisfies $Hx=(10,0,5,0)/\sqrt5=5x$. Time reversal gives $Tx=(0,2,0,1)/\sqrt5$, which belongs to $k=-4$. Inversion then gives $PTx=(0,2,0,-1)/\sqrt5$, and $H\,PTx=(0,10,0,-5)/\sqrt5=5\,PTx$. The two states are orthogonal. In the same way $(1,0,-2,0)/\sqrt5$ and $(0,1,0,2)/\sqrt5$ span the level $-5$.

## Simple levels when a momentum-reversing involution fails to commute with time reversal

Let $H(k)=k\sigma_z$ on one spin, with the same form of $T$, so $T(x_0,x_1)=(-\bar x_1,\bar x_0)$. The operator $P=\sigma_x$ squares to one and satisfies $PH(k)=H(-k)P$. Only $PT=TP$ fails: $PTx=(\bar x_0,-\bar x_1)$, whereas $TPx=(-\bar x_0,\bar x_1)$. Now $(PT)^2=+1$, and for $k\neq0$ the levels $k$ and $-k$ are both nondegenerate. This $P$ is not a physical inversion, which would leave spin alone: it exchanges spin up and spin down and is, up to a phase, a half-turn of the spin about the $x$ axis. A matrix that squares to one and reverses the momentum therefore does not by itself guarantee doublets.

## The Lean development

```lean
import Mathlib

open Module
open scoped InnerProductSpace ComplexConjugate

namespace BlochSpinDegeneracy

noncomputable section

variable {K V : Type*} [InvolutiveNeg K] [NormedAddCommGroup V] [InnerProductSpace ℂ V]

/-- A symmetry operation `U` reverses the crystal momentum: `U H(k) = H(-k) U` for all `k`. -/
def ReversesMomentum (H : K → End ℂ V) (U : V → V) : Prop :=
  ∀ k x, U (H k x) = H (-k) (U x)

/-- For a Hermitian family `H`, a conjugate-linear `T` that reverses the momentum maps the
eigenspace of `H(k)` at `E` into the eigenspace of `H(-k)` at `E`. -/
theorem timeReversal_mem {H : K → End ℂ V} {T : V →ₛₗ[starRingEnd ℂ] V}
    (hH : ∀ k, (H k).IsSymmetric) (hT : ReversesMomentum H T) {k : K} {E : ℂ} {x : V}
    (hx : x ∈ End.eigenspace (H k) E) : T x ∈ End.eigenspace (H (-k)) E := by
  rcases eq_or_ne x 0 with rfl | h0
  · simp
  -- the energy is real because `H k` is Hermitian
  have hE : conj E = E :=
    (hH k).conj_eigenvalue_eq_self (End.hasEigenvalue_of_hasEigenvector ⟨hx, h0⟩)
  rw [End.mem_eigenspace_iff] at hx ⊢
  rw [← hT k x, hx, map_smulₛₗ, hE]

/-- With time reversal alone, each energy has the same degeneracy at `k` and at `-k`. -/
theorem finrank_eigenspace_neg {H : K → End ℂ V} {T : V →ₛₗ[starRingEnd ℂ] V}
    (hH : ∀ k, (H k).IsSymmetric) (hT : ReversesMomentum H T) (hT2 : ∀ x, T (T x) = -x)
    (k : K) (E : ℂ) :
    finrank ℂ (End.eigenspace (H k) E) = finrank ℂ (End.eigenspace (H (-k)) E) := by
  have back : ∀ y ∈ End.eigenspace (H (-k)) E, -T y ∈ End.eigenspace (H k) E := by
    intro y hy
    have h := timeReversal_mem hH hT hy
    rw [neg_neg] at h
    exact Submodule.neg_mem _ h
  -- `T` is a conjugate-linear bijection between the two eigenspaces, with inverse `-T`
  let j : End.eigenspace (H k) E ≃+ End.eigenspace (H (-k)) E :=
    { toFun := fun x => ⟨T x, timeReversal_mem hH hT x.2⟩
      invFun := fun y => ⟨-T y, back y y.2⟩
      left_inv := fun x => Subtype.ext (by simp [hT2])
      right_inv := fun y => Subtype.ext (by simp [hT2])
      map_add' := fun x y => Subtype.ext (by simp) }
  have hbij : Function.Bijective (starRingEnd ℂ) :=
    Function.Involutive.bijective fun z => Complex.conj_conj z
  have h := rank_eq_of_equiv_equiv (starRingEnd ℂ) j hbij
    (fun r m => Subtype.ext (map_smulₛₗ T r (m : V)))
  exact congrArg Cardinal.toNat h

/-- Inversion times time reversal sends a Bloch state to an orthogonal state with the same
momentum and the same energy. -/
theorem orthogonal_partner {H : K → End ℂ V} {T : V →ₛₗ[starRingEnd ℂ] V} {P : End ℂ V}
    (hH : ∀ k, (H k).IsSymmetric) (hT : ReversesMomentum H T) (hP : ReversesMomentum H P)
    (hT2 : ∀ x, T (T x) = -x) (hP2 : ∀ x, P (P x) = x) (hPT : ∀ x, P (T x) = T (P x))
    (hTu : ∀ x y, ⟪T x, T y⟫_ℂ = ⟪y, x⟫_ℂ) (hPu : ∀ x y, ⟪P x, P y⟫_ℂ = ⟪x, y⟫_ℂ)
    {k : K} {E : ℂ} {x : V} (hx : x ∈ End.eigenspace (H k) E) :
    P (T x) ∈ End.eigenspace (H k) E ∧ ⟪x, P (T x)⟫_ℂ = 0 := by
  constructor
  · have h := timeReversal_mem hH hT hx
    rw [End.mem_eigenspace_iff] at h ⊢
    have h' := hP (-k) (T x)
    rw [neg_neg, h, map_smul] at h'
    exact h'.symm
  · have h : ⟪P (T x), P (T (P (T x)))⟫_ℂ = ⟪P (T x), x⟫_ℂ := by rw [hPu, hTu]
    rw [← hPT (T x), hP2, hT2, inner_neg_right] at h
    rw [inner_eq_zero_symm]
    linear_combination (-1 / 2 : ℂ) * h

/-- A finite-dimensional complex space with a conjugate-linear map squaring to `-1` has even
dimension. -/
theorem even_finrank_of_sq_neg {W : Type*} [AddCommGroup W] [Module ℂ W]
    [FiniteDimensional ℂ W] (J : W →ₛₗ[starRingEnd ℂ] W) (hJ : ∀ x, J (J x) = -x) :
    Even (finrank ℂ W) := by
  have b := Module.finBasis ℂ W
  let M : Matrix (Fin (finrank ℂ W)) (Fin (finrank ℂ W)) ℂ := fun i j => b.coord i (J (b j))
  -- in a basis, `J² = -1` reads `M * conj M = -1`
  have hM : M * M.map (starRingEnd ℂ) = -1 := by
    ext l j
    have h1 : J (J (b j)) = ∑ i, conj (M i j) • J (b i) := by
      have hexp : J (b j) = ∑ i, M i j • b i := (b.sum_repr (J (b j))).symm
      rw [hexp, map_sum]
      exact Finset.sum_congr rfl fun i _ => map_smulₛₗ J _ _
    have h2 := congrArg (b.coord l) ((hJ (b j)).symm.trans h1)
    simp only [map_neg, map_sum, map_smul, smul_eq_mul] at h2
    have h3 : b.coord l (b j) = (1 : Matrix _ _ ℂ) l j := by
      rcases eq_or_ne l j with rfl | h
      · simp
      · simp [h]
    rw [Matrix.neg_apply, ← h3, h2, Matrix.mul_apply]
    exact Finset.sum_congr rfl fun i _ => mul_comm _ _
  -- determinants give `|det M|² = (-1)^n`
  have hd := congrArg Matrix.det hM
  have hc : (M.map (starRingEnd ℂ)).det = conj M.det := ((starRingEnd ℂ).map_det M).symm
  rw [Matrix.det_mul, hc, Complex.mul_conj, Matrix.det_neg, Matrix.det_one, mul_one,
    Fintype.card_fin] at hd
  by_contra hn
  rw [Nat.not_even_iff_odd] at hn
  rw [hn.neg_one_pow] at hd
  have h : Complex.normSq M.det = -1 := by exact_mod_cast hd
  linarith [Complex.normSq_nonneg M.det]

/-- With time reversal and inversion symmetry, every energy level of `H(k)` has even degeneracy
at every crystal momentum `k`. -/
theorem even_degeneracy [FiniteDimensional ℂ V] {H : K → End ℂ V}
    {T : V →ₛₗ[starRingEnd ℂ] V} {P : End ℂ V}
    (hH : ∀ k, (H k).IsSymmetric) (hT : ReversesMomentum H T) (hP : ReversesMomentum H P)
    (hT2 : ∀ x, T (T x) = -x) (hP2 : ∀ x, P (P x) = x) (hPT : ∀ x, P (T x) = T (P x))
    (k : K) (E : ℂ) : Even (finrank ℂ (End.eigenspace (H k) E)) := by
  have mem : ∀ x ∈ End.eigenspace (H k) E, P (T x) ∈ End.eigenspace (H k) E := by
    intro x hx
    have h := timeReversal_mem hH hT hx
    rw [End.mem_eigenspace_iff] at h ⊢
    have h' := hP (-k) (T x)
    rw [neg_neg, h, map_smul] at h'
    exact h'.symm
  -- the combined operation restricted to the level
  let J : End.eigenspace (H k) E →ₛₗ[starRingEnd ℂ] End.eigenspace (H k) E :=
    { toFun := fun x => ⟨P (T x), mem x x.2⟩
      map_add' := fun x y => Subtype.ext (by simp)
      map_smul' := fun c x => Subtype.ext (by simp [map_smulₛₗ]) }
  refine even_finrank_of_sq_neg J fun x => Subtype.ext ?_
  change P (T (P (T (x : V)))) = -(x : V)
  rw [← hPT (T (x : V)), hP2, hT2]

/-- The state space of one spin-1/2 orbital. -/
abbrev Spinor := EuclideanSpace ℂ (Fin 2)

/-- The spin-split band Hamiltonian `H(k) = k σ_z`. -/
def spinSplit (k : ℝ) : End ℂ Spinor where
  toFun x := !₂[(k : ℂ) * x 0, -(k : ℂ) * x 1]
  map_add' x y := by ext i; fin_cases i <;> simp <;> ring
  map_smul' c x := by ext i; fin_cases i <;> simp <;> ring

/-- Time reversal `-i σ_y K` of a single spin 1/2, with `K` complex conjugation. -/
def spinT : Spinor →ₛₗ[starRingEnd ℂ] Spinor where
  toFun x := !₂[-conj (x 1), conj (x 0)]
  map_add' x y := by ext i; fin_cases i <;> simp; ring
  map_smul' c x := by ext i; fin_cases i <;> simp

/-- `k σ_z` is Hermitian, and `-i σ_y K` squares to `-1` and reverses its momentum. -/
theorem spinSplit_witness : (∀ k, (spinSplit k).IsSymmetric) ∧
    ReversesMomentum spinSplit spinT ∧ ∀ x, spinT (spinT x) = -x := by
  refine ⟨fun k x y => ?_, fun k x => ?_, fun x => ?_⟩
  · simp [spinSplit, PiLp.inner_apply, Fin.sum_univ_two]
    ring
  · ext i; fin_cases i <;> simp [spinSplit, spinT]
  · ext i; fin_cases i <;> simp [spinT]

/-- For `k ≠ 0` the levels `k` and `-k` of `k σ_z` are both nondegenerate. -/
theorem spinSplit_nondegenerate {k : ℝ} (hk : k ≠ 0) :
    finrank ℂ (End.eigenspace (spinSplit k) (k : ℂ)) = 1 ∧
    finrank ℂ (End.eigenspace (spinSplit k) (-(k : ℂ))) = 1 := by
  have up : ∀ q : ℝ, q ≠ 0 → finrank ℂ (End.eigenspace (spinSplit q) (q : ℂ)) = 1 := by
    intro q hq
    have h : End.eigenspace (spinSplit q) (q : ℂ) = Submodule.span ℂ {(!₂[1, 0] : Spinor)} := by
      ext x
      rw [End.mem_eigenspace_iff, Submodule.mem_span_singleton]
      constructor
      · intro hx
        have h1 : -(q : ℂ) * x 1 = q * x 1 := congrArg (fun y : Spinor => y 1) hx
        have h2 : (q : ℂ) * x 1 = 0 := by linear_combination (-1 / 2 : ℂ) * h1
        have h3 : x 1 = 0 := (mul_eq_zero.mp h2).resolve_left (by exact_mod_cast hq)
        refine ⟨x 0, ?_⟩
        ext i; fin_cases i <;> simp [h3]
      · rintro ⟨c, rfl⟩
        ext i; fin_cases i <;> simp [spinSplit, mul_comm]
    rw [h]
    refine finrank_span_singleton fun h0 => ?_
    have h1 : (1 : ℂ) = 0 := congrArg (fun y : Spinor => y 0) h0
    exact one_ne_zero h1
  refine ⟨up k hk, ?_⟩
  -- time reversal pairs energy `-k` at momentum `k` with energy `-k` at momentum `-k`
  obtain ⟨hH, hT, hT2⟩ := spinSplit_witness
  rw [finrank_eigenspace_neg hH hT hT2, ← Complex.ofReal_neg]
  exact up (-k) (neg_ne_zero.mpr hk)

/-- No linear involution commuting with time reversal reverses the momentum of `k σ_z`. -/
theorem spinSplit_no_inversion (P : End ℂ Spinor) (hP2 : ∀ x, P (P x) = x)
    (hPT : ∀ x, P (spinT x) = spinT (P x)) : ¬ ReversesMomentum spinSplit P := by
  intro hP
  obtain ⟨hH, hT, hT2⟩ := spinSplit_witness
  have h := even_degeneracy hH hT hP hT2 hP2 hPT 1 ((1 : ℝ) : ℂ)
  rw [(spinSplit_nondegenerate one_ne_zero).1] at h
  exact Nat.not_even_one h

/-- The state space of two orbitals with spin 1/2, ordered as `1↑, 1↓, 2↑, 2↓`. -/
abbrev FourBand := EuclideanSpace ℂ (Fin 4)

/-- The four-band Hamiltonian `H(k) = m τ_z + k τ_x σ_z`, with `τ` acting on the orbitals. -/
def diracH (m k : ℝ) : End ℂ FourBand where
  toFun x := !₂[m * x 0 + k * x 2, m * x 1 - k * x 3, k * x 0 - m * x 2, -k * x 1 - m * x 3]
  map_add' x y := by ext i; fin_cases i <;> simp <;> ring
  map_smul' c x := by ext i; fin_cases i <;> simp <;> ring

/-- Time reversal `-i σ_y K` on the two orbitals. -/
def diracT : FourBand →ₛₗ[starRingEnd ℂ] FourBand where
  toFun x := !₂[-conj (x 1), conj (x 0), -conj (x 3), conj (x 2)]
  map_add' x y := by ext i; fin_cases i <;> simp <;> ring
  map_smul' c x := by ext i; fin_cases i <;> simp

/-- Inversion `τ_z`: the first orbital is even and the second is odd. -/
def diracP : End ℂ FourBand where
  toFun x := !₂[x 0, x 1, -x 2, -x 3]
  map_add' x y := by ext i; fin_cases i <;> simp <;> ring
  map_smul' c x := by ext i; fin_cases i <;> simp

/-- The four-band model with `-i σ_y K` and `τ_z` has all the symmetry properties assumed in
`even_degeneracy` and `orthogonal_partner`. -/
theorem diracH_witness (m : ℝ) : (∀ k, (diracH m k).IsSymmetric) ∧
    ReversesMomentum (diracH m) diracT ∧ ReversesMomentum (diracH m) diracP ∧
    (∀ x, diracT (diracT x) = -x) ∧ (∀ x, diracP (diracP x) = x) ∧
    (∀ x, diracP (diracT x) = diracT (diracP x)) ∧
    (∀ x y, ⟪diracT x, diracT y⟫_ℂ = ⟪y, x⟫_ℂ) ∧
    (∀ x y, ⟪diracP x, diracP y⟫_ℂ = ⟪x, y⟫_ℂ) := by
  refine ⟨fun k x y => ?_, fun k x => ?_, fun k x => ?_, fun x => ?_, fun x => ?_, fun x => ?_,
    fun x y => ?_, fun x y => ?_⟩
  · simp [diracH, PiLp.inner_apply, Fin.sum_univ_four]
    ring
  · ext i; fin_cases i <;> simp [diracH, diracT] <;> ring
  · ext i; fin_cases i <;> simp [diracH, diracP] <;> ring
  · ext i; fin_cases i <;> simp [diracT]
  · ext i; fin_cases i <;> simp [diracP]
  · ext i; fin_cases i <;> simp [diracT, diracP]
  · simp [diracT, PiLp.inner_apply, Fin.sum_univ_four]
    ring
  · simp [diracP, PiLp.inner_apply, Fin.sum_univ_four]

end

end BlochSpinDegeneracy
```

```lean
#print axioms BlochSpinDegeneracy.orthogonal_partner
#print axioms BlochSpinDegeneracy.even_degeneracy
#print axioms BlochSpinDegeneracy.spinSplit_no_inversion
```

```
'BlochSpinDegeneracy.orthogonal_partner' depends on axioms: [propext, Classical.choice, Quot.sound]
'BlochSpinDegeneracy.even_degeneracy' depends on axioms: [propext, Classical.choice, Quot.sound]
'BlochSpinDegeneracy.spinSplit_no_inversion' depends on axioms: [propext, Classical.choice, Quot.sound]
```

## Reading the theorems, and their scope

**Objects.** Momentum is an element of a type `K` whose negation undoes itself; in the comments on time reversal, the letter K means complex conjugation instead. `H : K → End ℂ V` is the Hamiltonian family and `IsSymmetric` its Hermiticity. The arrow `→ₛₗ[starRingEnd ℂ]` makes `T` conjugate-linear, and `ReversesMomentum H U` says $UH(k)=H(-k)U$ for all $k$. The inner product is conjugate-linear in its first argument. The degeneracy is `finrank ℂ (End.eigenspace (H k) E)`, with `E` any complex number; if `E` is not an eigenvalue, the dimension is zero, which is even.

**General theorems.** `timeReversal_mem` is the first displayed calculation of the derivation. `finrank_eigenspace_neg` builds the bijection `j` from $T$ and $-T$, and `rank_eq_of_equiv_equiv` turns it into equal dimensions. In `orthogonal_partner`, `linear_combination` solves $-\langle Jx,x\rangle=\langle Jx,x\rangle$. `even_finrank_of_sq_neg` is the determinant argument: `hM` is $M\overline M=-1$, and `Complex.normSq_nonneg` rules out odd $n$. `even_degeneracy` restricts $PT$ to the eigenspace and applies that lemma. It does not assume that $T$ and $P$ preserve norms; only `orthogonal_partner` does.

**Models.** `spinSplit_witness` verifies the time-reversal conditions for $k\sigma_z$. In `spinSplit_nondegenerate`, the upper level is shown to be the span of $(1,0)$ when $k>0$; the same calculation covers energy $k$ for negative $k$, and time reversal supplies energy $-k$. `spinSplit_no_inversion` follows by contradiction at $k=1$: an inversion that commutes with $T$ would make the number one even. `diracH_witness` confirms every symmetry condition for the four-band model at each real $m$, by computing components. The energies $\pm5$ and the $\sigma_x$ example are worked out in the text only.

**Limits.** The symmetries are assumed, not derived from a crystal potential or a relativistic Hamiltonian. All momenta share one space $V$, and $T$ and $P$ do not depend on $k$. A basis that changes with $k$, or an inversion matrix with $k$-dependent phases, needs an adapted statement. The theorems concern exact eigenspaces, so they set no tolerance for grouping computed eigenvalues. For states of an even number of electrons $T^2=+1$, and the evenness theorem does not apply.
